# Pure states of two spins one-half with an unpolarized first spin are singlets up to a unitary on that spin

Let $\psi$ be a unit vector in $\mathbb C^2\otimes\mathbb C^2$, the state space of two spins one-half, and let $s=(|{\uparrow\downarrow}\rangle-|{\downarrow\uparrow}\rangle)/\sqrt2$ be the normalized singlet. All three components of the first spin have zero expectation value in $\psi$ if and only if $\psi=(U\otimes 1)s$ for some unitary $2\times2$ matrix $U$.

A single spin one-half in a pure state always points somewhere: along some axis its component is certain. One member of a pair can have no preferred direction at all, and the singlet is the familiar example. The statement above lists all the other pure states of two spins one-half with this property. Among them is the triplet state with $m=0$, so for two localized spins in a pure state, vanishing local magnetization does not identify a singlet.

## From zero polarization to a unitary

Write $0$ for up and $1$ for down, and arrange the four amplitudes of $\psi$ in a matrix $M$ with $M_{ij}=\psi(i,j)$, where $i$ belongs to the first spin and $j$ to the second. An operator $A$ on the first spin changes $\psi(i,j)$ into $\sum_k A_{ik}\psi(k,j)$, so it replaces $M$ by $AM$. Its expectation value is
$$\langle A\otimes1\rangle=\sum_{i,j,k}\overline{M_{ij}}\,A_{ik}M_{kj}=\operatorname{tr}(A\rho),\qquad \rho=MM^\dagger .$$
Here $\rho$ is the reduced density matrix of the first spin, and $\operatorname{tr}\rho=\langle\psi,\psi\rangle=1$.

For the Pauli matrices this gives
$$\langle\sigma_x\rangle=\rho_{01}+\rho_{10},\quad \langle\sigma_y\rangle=i(\rho_{01}-\rho_{10}),\quad \langle\sigma_z\rangle=\rho_{00}-\rho_{11}.$$
If all three vanish, the first two equations give $\rho_{01}=\rho_{10}=0$. The third, with $\rho_{00}+\rho_{11}=1$, gives $\rho_{00}=\rho_{11}=\tfrac12$. Hence $\rho=\tfrac12 1$. Conversely, $\rho=\tfrac12 1$ makes the three expectation values vanish, because the Pauli matrices are traceless.

The singlet has the amplitude matrix
$$S=\frac1{\sqrt2}\begin{pmatrix}0&1\\-1&0\end{pmatrix},\qquad SS^\dagger=S^\dagger S=\tfrac12 1 .$$
Suppose $MM^\dagger=\tfrac12 1$ and put $U=2MS^\dagger$. Then
$$UU^\dagger=4MS^\dagger SM^\dagger=2MM^\dagger=1,\qquad US=2MS^\dagger S=M,$$
so $U$ is unitary and $\psi=(U\otimes1)s$. In the other direction, if $M=US$ with $U$ unitary, then $MM^\dagger=USS^\dagger U^\dagger=\tfrac12 1$, and the first spin is unpolarized.

Three consequences follow from the same matrices.

- If $AS=BS$, multiplying by $2S^\dagger$ from the right gives $A=B$. The operator that produces a given state from the singlet is therefore unique.
- For an operator $B$ on the second spin, $\langle1\otimes B\rangle=\operatorname{tr}(B^{T}M^\dagger M)$. When $MM^\dagger=\tfrac12 1$, also $M^\dagger M=\tfrac12 1$, and the mean is $\tfrac12\operatorname{tr}B$.
- For every unit vector,
$$\langle\sigma_x\rangle^2+\langle\sigma_y\rangle^2+\langle\sigma_z\rangle^2=4\rho_{01}\rho_{10}+(\rho_{00}-\rho_{11})^2=(\operatorname{tr}\rho)^2-4\det\rho=1-4|\det M|^2 .$$

## Two states in numbers

Take $\psi=(0.6\,|{\uparrow\uparrow}\rangle+0.8\,|{\uparrow\downarrow}\rangle-0.8\,|{\downarrow\uparrow}\rangle+0.6\,|{\downarrow\downarrow}\rangle)/\sqrt2$. Then
$$M=\frac1{\sqrt2}\begin{pmatrix}0.6&0.8\\-0.8&0.6\end{pmatrix},\qquad MM^\dagger=\tfrac12 1,\qquad U=2MS^\dagger=\begin{pmatrix}0.8&-0.6\\0.6&0.8\end{pmatrix}.$$
The first spin is unpolarized, and $U$ is a real rotation matrix that turns the singlet into $\psi$.

For $\psi=0.8\,|{\uparrow\downarrow}\rangle-0.6\,|{\downarrow\uparrow}\rangle$ the determinant of $M$ is $0.48$, and $1-4(0.48)^2=0.0784=0.28^2$. This agrees with the direct values $\langle\sigma_z\rangle=0.64-0.36=0.28$ and $\langle\sigma_x\rangle=\langle\sigma_y\rangle=0$.

## States, observables and the singlet in Lean

```lean
import Mathlib

open Matrix
open scoped Kronecker

namespace UnpolarizedSpinPair

noncomputable section
```

A state is a function that assigns a complex amplitude to each pair of indices.

```lean
/-- State vectors of two spins one-half, with index 0 for up and 1 for down. -/
abbrev TwoSpin := Fin 2 × Fin 2 → ℂ
```

The type contains vectors of every length. The theorems that need a unit vector assume `star ψ ⬝ᵥ ψ = 1`, which is $\langle\psi,\psi\rangle=1$.

```lean
/-- The three Pauli matrices, in the order x, y, z. -/
def pauli : Fin 3 → Matrix (Fin 2) (Fin 2) ℂ :=
  ![!![0, 1; 1, 0], !![0, -Complex.I; Complex.I, 0], !![1, 0; 0, -1]]
```

The indices 0, 1, 2 of `pauli` stand for $x,y,z$. The spin components themselves are $\hbar/2$ times these matrices, a factor that does not affect whether an expectation value vanishes.

```lean
/-- The expression `⟨ψ, A ψ⟩`, the expectation value of `A` when `ψ` is a unit vector. -/
def expect (A : Matrix (Fin 2 × Fin 2) (Fin 2 × Fin 2) ℂ) (ψ : TwoSpin) : ℂ :=
  star ψ ⬝ᵥ (A *ᵥ ψ)
```

The value of `expect` is a complex number. For a Hermitian operator, such as a Pauli matrix on one spin, it is real.

```lean
/-- The normalized singlet, (up-down minus down-up) divided by `√2`. -/
def singlet : TwoSpin :=
  ((√2 : ℝ) : ℂ)⁻¹ • (Pi.single (0, 1) 1 - Pi.single (1, 0) 1)
```

`Pi.single (0, 1) 1` is the basis vector $|{\uparrow\downarrow}\rangle$, and the prefactor is $1/\sqrt2$.

```lean
/-- The amplitudes of a two-spin state arranged as a matrix: rows belong to the first spin,
columns to the second. -/
def amplitude (ψ : TwoSpin) : Matrix (Fin 2) (Fin 2) ℂ :=
  Matrix.of fun i j => ψ (i, j)

/-- The amplitude matrix times its conjugate transpose. For a unit vector `ψ` this is the reduced
density matrix of the first spin. -/
def reduced (ψ : TwoSpin) : Matrix (Fin 2) (Fin 2) ℂ :=
  amplitude ψ * (amplitude ψ)ᴴ
```

In these two definitions `amplitude ψ` is the whole matrix $M$, not a single coefficient, and `reduced ψ` is $\rho=MM^\dagger$. The symbol `ᴴ` denotes the conjugate transpose.

The model describes two labelled spins in a pure state. Assigning such a state to a real pair, for example to two electrons localized on different sites, is a physical step that the hypotheses do not supply. Purity matters: an equal mixture of the four basis states also has an unpolarized first spin, but no single vector represents it.

## Local operators become matrix products

Since $M$ contains all four amplitudes, it determines the state.

```lean
lemma amplitude_injective {ψ φ : TwoSpin} (h : amplitude ψ = amplitude φ) : ψ = φ := by
  funext ⟨i, j⟩
  exact congrFun (congrFun h i) j
```

The next theorem is the rule $M\mapsto AM$. The symbol `⊗ₖ` is the Kronecker product, so `A ⊗ₖ 1` acts on the first spin only. The proof treats the two values of the column index separately and expands the sums.

```lean
/-- An operator on the first spin multiplies the amplitude matrix from the left. -/
theorem amplitude_local (A : Matrix (Fin 2) (Fin 2) ℂ) (ψ : TwoSpin) :
    amplitude ((A ⊗ₖ (1 : Matrix (Fin 2) (Fin 2) ℂ)) *ᵥ ψ) = A * amplitude ψ := by
  ext i j
  fin_cases j <;>
    simp [amplitude, mulVec, dotProduct, Fintype.sum_prod_type, Fin.sum_univ_two,
      Matrix.mul_apply, Matrix.one_apply]
```

Expectation values then become traces. In both of the following proofs `simp` writes out all components and `ring` compares the resulting polynomials.

```lean
/-- For every vector `ψ`, the expression `⟨ψ, (A ⊗ 1) ψ⟩` is the trace of `A * reduced ψ`. For a
unit vector it is the expectation value of the operator `A` on the first spin. -/
theorem expect_first (A : Matrix (Fin 2) (Fin 2) ℂ) (ψ : TwoSpin) :
    expect (A ⊗ₖ 1) ψ = (A * reduced ψ).trace := by
  simp [expect, reduced, amplitude, mulVec, dotProduct, Fintype.sum_prod_type,
    Fin.sum_univ_two, Matrix.mul_apply, Matrix.one_apply, Matrix.trace_fin_two]
  ring

lemma expect_second (B : Matrix (Fin 2) (Fin 2) ℂ) (ψ : TwoSpin) :
    expect (1 ⊗ₖ B) ψ = (Bᵀ * ((amplitude ψ)ᴴ * amplitude ψ)).trace := by
  simp [expect, amplitude, mulVec, dotProduct, Fintype.sum_prod_type,
    Fin.sum_univ_two, Matrix.mul_apply, Matrix.one_apply, Matrix.trace_fin_two]
  ring
```

The transpose on `B` appears because the second spin labels the columns of $M$.

The squared length of $\psi$ is the trace of $\rho$, and the three Pauli traces are the combinations of entries found above. The second lemma holds for any $2\times2$ matrix, whether or not it is a density matrix.

```lean
lemma norm_eq (ψ : TwoSpin) : star ψ ⬝ᵥ ψ = reduced ψ 0 0 + reduced ψ 1 1 := by
  simp [reduced, amplitude, dotProduct, Fintype.sum_prod_type, Fin.sum_univ_two,
    Matrix.mul_apply]
  ring

lemma pauli_trace (ρ : Matrix (Fin 2) (Fin 2) ℂ) :
    (pauli 0 * ρ).trace = ρ 1 0 + ρ 0 1 ∧
    (pauli 1 * ρ).trace = Complex.I * (ρ 0 1 - ρ 1 0) ∧
    (pauli 2 * ρ).trace = ρ 0 0 - ρ 1 1 := by
  refine ⟨?_, ?_, ?_⟩ <;>
    simp [pauli, Matrix.trace_fin_two, Matrix.vecMul, dotProduct, Fin.sum_univ_two] <;> ring
```

## Half the identity

The derivation used $S^\dagger S=\tfrac12 1$ as well as $SS^\dagger=\tfrac12 1$. The next lemma passes from one order to the other: if $AB=\tfrac12 1$, then $2A$ is a left inverse of $B$, and for square matrices a left inverse is also a right inverse.

```lean
lemma half_comm {A B : Matrix (Fin 2) (Fin 2) ℂ} (h : A * B = (1 / 2 : ℂ) • 1) :
    B * A = (1 / 2 : ℂ) • 1 := by
  have h1 : ((2 : ℂ) • A) * B = 1 := by
    rw [Matrix.smul_mul, h, smul_smul]; norm_num
  have h2 : B * ((2 : ℂ) • A) = 1 := mul_eq_one_comm.mp h1
  rw [← h2, Matrix.mul_smul, smul_smul]; norm_num
```

For the singlet, $\rho=\tfrac12 1$ is checked entry by entry, with `hs` providing $(1/\sqrt2)^2=\tfrac12$.

```lean
/-- In the singlet the reduced density matrix of the first spin is half the identity. -/
theorem reduced_singlet : reduced singlet = (1 / 2 : ℂ) • 1 := by
  have hs : ((√2 : ℝ) : ℂ)⁻¹ * ((√2 : ℝ) : ℂ)⁻¹ = 2⁻¹ := by
    rw [← mul_inv, ← Complex.ofReal_mul, Real.mul_self_sqrt (by norm_num)]
    norm_num
  ext i j
  fin_cases i <;> fin_cases j <;>
    simp [reduced, amplitude, singlet, Matrix.mul_apply, Pi.single_apply, hs]
```

The equivalence between zero polarization and $\rho=\tfrac12 1$ is a theorem in its own right. The left side, `∀ i, expect (pauli i ⊗ₖ 1) ψ = 0`, says that all three components have zero mean.

```lean
/-- For a unit vector, all three components of the first spin have zero expectation value
if and only if the reduced density matrix of that spin is half the identity. -/
theorem unpolarized_iff_reduced (ψ : TwoSpin) (hψ : star ψ ⬝ᵥ ψ = 1) :
    (∀ i, expect (pauli i ⊗ₖ 1) ψ = 0) ↔ reduced ψ = (1 / 2 : ℂ) • 1 := by
  obtain ⟨px, py, pz⟩ := pauli_trace (reduced ψ)
  rw [norm_eq] at hψ
  constructor
  · intro h
    have hx := h 0
    have hy := h 1
    have hz := h 2
    rw [expect_first, px] at hx
    rw [expect_first, py] at hy
    rw [expect_first, pz] at hz
    -- the Pauli traces and the normalization fix all four entries
    have h00 : reduced ψ 0 0 = 2⁻¹ := by linear_combination (1 / 2) * hψ + (1 / 2) * hz
    have h11 : reduced ψ 1 1 = 2⁻¹ := by linear_combination (1 / 2) * hψ - (1 / 2) * hz
    have h01 : reduced ψ 0 1 = 0 := by
      linear_combination (1 / 2) * hx - (Complex.I / 2) * hy
        + ((reduced ψ 0 1 - reduced ψ 1 0) / 2) * Complex.I_sq
    have h10 : reduced ψ 1 0 = 0 := by
      linear_combination (1 / 2) * hx + (Complex.I / 2) * hy
        - ((reduced ψ 0 1 - reduced ψ 1 0) / 2) * Complex.I_sq
    ext i j
    fin_cases i <;> fin_cases j <;> simp [h00, h01, h10, h11]
  · intro h i
    rw [expect_first, h]
    fin_cases i <;> simp [pauli, Matrix.trace_fin_two]
```

In the forward direction, `hx`, `hy` and `hz` are the three Pauli equations and `hψ` is the normalization. Each `linear_combination` solves them for one entry of $\rho$. For instance, `h01` is $\rho_{01}=\tfrac12(\langle\sigma_x\rangle-i\langle\sigma_y\rangle)$, where `Complex.I_sq` supplies $i^2=-1$. The backward direction inserts $\rho=\tfrac12 1$ and uses the vanishing traces.

## The unitary that turns the singlet into the given state

The main theorem replaces the condition on $\rho$ by the existence of $U$. Membership in `Matrix.unitaryGroup (Fin 2) ℂ` means that $U$ is unitary with any determinant of modulus one. The word "rotated" in the theorem's name therefore allows a phase factor in addition to a spin rotation.

```lean
/-- A unit vector of two spins one-half has zero expectation value for all three components
of the first spin if and only if it is the singlet with a unitary applied to the first spin. -/
theorem unpolarized_iff_rotated_singlet (ψ : TwoSpin) (hψ : star ψ ⬝ᵥ ψ = 1) :
    (∀ i, expect (pauli i ⊗ₖ 1) ψ = 0) ↔
      ∃ U ∈ Matrix.unitaryGroup (Fin 2) ℂ, ψ = (U ⊗ₖ 1) *ᵥ singlet := by
  rw [unpolarized_iff_reduced ψ hψ]
  have hS : amplitude singlet * (amplitude singlet)ᴴ = (1 / 2 : ℂ) • 1 := reduced_singlet
  have hS' := half_comm hS
  constructor
  · intro h
    have hM : amplitude ψ * (amplitude ψ)ᴴ = (1 / 2 : ℂ) • 1 := h
    -- the unitary is read off from the two amplitude matrices
    refine ⟨(2 : ℂ) • (amplitude ψ * (amplitude singlet)ᴴ),
      Matrix.mem_unitaryGroup_iff.mpr ?_, amplitude_injective ?_⟩
    · have h2 : star (2 : ℂ) = 2 := by simp
      rw [Matrix.star_eq_conjTranspose, Matrix.conjTranspose_smul, Matrix.conjTranspose_mul,
        Matrix.conjTranspose_conjTranspose, h2, Matrix.smul_mul, Matrix.mul_smul, smul_smul,
        Matrix.mul_assoc, ← Matrix.mul_assoc (amplitude singlet)ᴴ, hS', Matrix.smul_mul,
        Matrix.one_mul, Matrix.mul_smul, hM, smul_smul, smul_smul]
      norm_num
    · rw [amplitude_local, Matrix.smul_mul, Matrix.mul_assoc, hS', Matrix.mul_smul,
        Matrix.mul_one, smul_smul]
      norm_num
  · rintro ⟨U, hU, rfl⟩
    have hU' : U * Uᴴ = 1 := Matrix.mem_unitaryGroup_iff.mp hU
    rw [reduced, amplitude_local, Matrix.conjTranspose_mul, Matrix.mul_assoc,
      ← Matrix.mul_assoc (amplitude singlet), hS, Matrix.smul_mul, Matrix.one_mul,
      Matrix.mul_smul, hU']
```

After the rewriting by `unpolarized_iff_reduced`, the forward direction supplies $U=2MS^\dagger$ and leaves two goals. The first is $UU^\dagger=1$: the long rewriting moves the brackets until $S^\dagger S$ stands together, replaces it by $\tfrac12 1$ through `hS'`, and then uses `hM` for $MM^\dagger$. The second is $\psi=(U\otimes1)s$, which `amplitude_injective` reduces to $M=US$. The backward direction computes $USS^\dagger U^\dagger=\tfrac12 1$.

The normalization is needed in the forward direction: the vector $2s$ has an unpolarized first spin, but a unitary cannot change the length of $s$.

## Uniqueness, the second spin and partial polarization

The matrix $U$ is unique, including its phase, because $\psi$ is a vector and not a ray. The theorem is stated for arbitrary operators $A$ and $B$, unitary or not.

```lean
/-- Two operators on the first spin that send the singlet to the same vector are equal. -/
theorem local_operator_unique {A B : Matrix (Fin 2) (Fin 2) ℂ}
    (h : (A ⊗ₖ (1 : Matrix (Fin 2) (Fin 2) ℂ)) *ᵥ singlet = (B ⊗ₖ 1) *ᵥ singlet) :
    A = B := by
  have hS : amplitude singlet * (amplitude singlet)ᴴ = (1 / 2 : ℂ) • 1 := reduced_singlet
  have h1 := congrArg (fun φ => (2 : ℂ) • (amplitude φ * (amplitude singlet)ᴴ)) h
  simpa [amplitude_local, Matrix.mul_assoc, hS, smul_smul] using h1
```

The proof applies the map $\varphi\mapsto 2M_\varphi S^\dagger$ to both sides of the hypothesis, where $M_\varphi$ is the amplitude matrix of $\varphi$. This leaves $A=B$.

An unpolarized first spin also fixes every mean value on the second spin.

```lean
/-- If all three components of the first spin have zero expectation value in a unit vector,
then every operator `B` on the second spin has expectation value `tr B / 2`. -/
theorem second_spin_of_unpolarized (ψ : TwoSpin) (hψ : star ψ ⬝ᵥ ψ = 1)
    (h : ∀ i, expect (pauli i ⊗ₖ 1) ψ = 0) (B : Matrix (Fin 2) (Fin 2) ℂ) :
    expect (1 ⊗ₖ B) ψ = B.trace / 2 := by
  have hM : amplitude ψ * (amplitude ψ)ᴴ = (1 / 2 : ℂ) • 1 :=
    (unpolarized_iff_reduced ψ hψ).mp h
  rw [expect_second, half_comm hM, Matrix.mul_smul, Matrix.mul_one, Matrix.trace_smul,
    Matrix.trace_transpose, smul_eq_mul]
  ring
```

Here `half_comm` turns $MM^\dagger=\tfrac12 1$ into $M^\dagger M=\tfrac12 1$, and the trace of `Bᵀ` equals that of `B`. With a Pauli matrix for $B$, the mean is zero, so the second spin is unpolarized too.

The last theorem applies to every unit vector and measures the distance from the unpolarized case. Its left side is the squared length of the polarization vector in units where a fully polarized spin has length 1.

```lean
/-- For a unit vector, the squares of the three Pauli expectation values of the first spin
add up to one minus four times the squared modulus of the amplitude determinant. -/
theorem polarization_sq (ψ : TwoSpin) (hψ : star ψ ⬝ᵥ ψ = 1) :
    ∑ i, expect (pauli i ⊗ₖ 1) ψ ^ 2 =
      1 - 4 * ((‖(amplitude ψ).det‖ ^ 2 : ℝ) : ℂ) := by
  obtain ⟨px, py, pz⟩ := pauli_trace (reduced ψ)
  have hd : (reduced ψ).det = ((‖(amplitude ψ).det‖ ^ 2 : ℝ) : ℂ) := by
    rw [reduced, Matrix.det_mul, Matrix.det_conjTranspose, ← starRingEnd_apply,
      Complex.mul_conj, Complex.normSq_eq_norm_sq]
  rw [Matrix.det_fin_two] at hd
  rw [norm_eq] at hψ
  rw [Fin.sum_univ_three, expect_first, expect_first, expect_first, px, py, pz]
  linear_combination (reduced ψ 0 0 + reduced ψ 1 1 + 1) * hψ - 4 * hd
    + (reduced ψ 0 1 - reduced ψ 1 0) ^ 2 * Complex.I_sq

end

end UnpolarizedSpinPair
```

The auxiliary statement `hd` is $\det\rho=|\det M|^2$, from the product rule for determinants. The final `linear_combination` is the algebra of the derivation: the multiple of `hψ` replaces $(\operatorname{tr}\rho)^2$ by 1, the multiple of `hd` replaces $\det\rho$, and `Complex.I_sq` handles the square of $\langle\sigma_y\rangle$. The polarization vanishes when $|\det M|=\tfrac12$, as for the singlet, and has length 1 when $\det M=0$, as for a product state.

```lean
#print axioms UnpolarizedSpinPair.unpolarized_iff_rotated_singlet
#print axioms UnpolarizedSpinPair.local_operator_unique
#print axioms UnpolarizedSpinPair.second_spin_of_unpolarized
#print axioms UnpolarizedSpinPair.polarization_sq
```

```
'UnpolarizedSpinPair.unpolarized_iff_rotated_singlet' depends on axioms: [propext, Classical.choice, Quot.sound]
'UnpolarizedSpinPair.local_operator_unique' depends on axioms: [propext, Classical.choice, Quot.sound]
'UnpolarizedSpinPair.second_spin_of_unpolarized' depends on axioms: [propext, Classical.choice, Quot.sound]
'UnpolarizedSpinPair.polarization_sq' depends on axioms: [propext, Classical.choice, Quot.sound]
```
